# Gradient overlap with the lowest Hessian mode guarantees exactly one RFO minimisation step

If the gradient $g$ at a molecular geometry overlaps with a lowest mode of the Hessian $H$, rational function optimisation (RFO) has exactly one minimisation step there. The step $s$ is the displacement for which $(s,1)$ is an eigenvector of the augmented Hessian

$$\tilde H=\begin{pmatrix}H&g\\ g^T&0\end{pmatrix}$$

for its lowest eigenvalue $u$. This eigenvalue is simple and lies strictly below the lowest eigenvalue $h$ of $H$.

RFO replaces the energy change by the model $(g\cdot s+\tfrac12 s\cdot Hs)/(1+s\cdot s)$, whose stationary points satisfy $Hs+g=\lambda s$ and $g\cdot s=\lambda$, where $\lambda$ is twice the value of the model there. These are the two rows of the eigenvalue equation for $(s,1)$ with eigenvalue $\lambda$, and a solution with $\lambda=u$, the lowest eigenvalue, minimises the model. An optimiser divides the lowest eigenvector by its last component, which must therefore be nonzero. The result secures this for one Hessian and gradient with unit scaling of the coordinates.

## The matrices and vectors

```lean
import Mathlib

open Matrix

namespace RFOStepExistence

variable {m n : Type*} [Fintype m] [DecidableEq m] [Fintype n] [DecidableEq n]
```

The finite type `n` labels the coordinates; `m` labels the rows of a general matrix.

```lean
/-- The number `a` is an eigenvalue of `A`, and no eigenvalue of `A` is smaller. -/
def IsLowestEigenvalue (A : Matrix m m ℝ) (a : ℝ) : Prop :=
  (∃ v, v ≠ 0 ∧ A *ᵥ v = a • v) ∧ ∀ b v, v ≠ 0 → A *ᵥ v = b • v → a ≤ b
```

A lowest eigenvalue has a nonzero eigenvector and is at most every other real eigenvalue. Lean writes `*ᵥ` for matrix times vector and `•` for number times vector.

```lean
/-- The augmented Hessian `[[H, g], [gᵀ, 0]]` built from Hessian `H` and gradient `g`. -/
def augmented (H : Matrix n n ℝ) (g : n → ℝ) : Matrix (n ⊕ Unit) (n ⊕ Unit) ℝ :=
  fromBlocks H (of fun i _ => g i) (of fun _ j => g j) 0
```

This is $\tilde H$. Its index type `n ⊕ Unit` consists of the coordinates and one extra slot.

```lean
/-- The vector `(x, t)`: a displacement `x` followed by one last component `t`. -/
def joined (x : n → ℝ) (t : ℝ) : n ⊕ Unit → ℝ := Sum.elim x (fun _ => t)
```

`joined x t` is the vector $(x,t)$. The last component of `v` is `v (Sum.inr ())`.

## Lowest eigenvalues and the Rayleigh bound

```lean
/-- Each eigenvalue in the spectral decomposition of a Hermitian real matrix has a nonzero
eigenvector. -/
theorem exists_eigenvector {A : Matrix m m ℝ} (hA : A.IsHermitian) (i : m) :
    ∃ v, v ≠ 0 ∧ A *ᵥ v = hA.eigenvalues i • v := by
  refine ⟨(hA.eigenvectorBasis i).ofLp, ?_, hA.mulVec_eigenvectorBasis i⟩
  intro h0
  exact hA.eigenvectorBasis.orthonormal.ne_zero i (by ext j; exact congrFun h0 j)
```

The spectral theorem supplies an orthonormal eigenvector basis, and its members are nonzero.

```lean
/-- Rayleigh bound: the quadratic form of a real symmetric matrix is at least its lowest
eigenvalue times the squared length of the vector. -/
theorem rayleigh_bound {A : Matrix m m ℝ} {a : ℝ} (hA : A.IsSymm)
    (ha : IsLowestEigenvalue A a) (x : m → ℝ) : a * (x ⬝ᵥ x) ≤ x ⬝ᵥ A *ᵥ x := by
  have hB : (A - a • (1 : Matrix m m ℝ)).IsHermitian := by
    rw [IsHermitian, conjTranspose_eq_transpose_of_trivial, transpose_sub, hA.eq]
    simp
  -- the shifted matrix has no negative eigenvalue
  have hpos : (A - a • (1 : Matrix m m ℝ)).PosSemidef := by
    rw [hB.posSemidef_iff_eigenvalues_nonneg]
    intro i
    obtain ⟨v, hv, hev⟩ := exists_eigenvector hB i
    rw [sub_mulVec, smul_mulVec, one_mulVec] at hev
    have h1 : A *ᵥ v = (a + hB.eigenvalues i) • v := by
      rw [add_smul, ← hev]
      abel
    have h2 := ha.2 _ _ hv h1
    show (0 : ℝ) ≤ hB.eigenvalues i
    linarith
  have h := hpos.dotProduct_mulVec_nonneg x
  rw [sub_mulVec, smul_mulVec, one_mulVec, dotProduct_sub, dotProduct_smul, star_trivial,
    smul_eq_mul] at h
  linarith
```

For symmetric $A$ with lowest eigenvalue $a$, this says $a\,x\cdot x\le x\cdot Ax$. If $(A-a)v=\mu v$ with $v\ne0$, then $Av=(a+\mu)v$, so $a\le a+\mu$ and $\mu\ge0$. Hence $A-a$ is positive semidefinite, and $x\cdot(A-a)x\ge0$ is the bound.

```lean
/-- A real symmetric matrix of nonzero size has a lowest eigenvalue. -/
theorem exists_lowest [Nonempty m] {A : Matrix m m ℝ} (hA : A.IsSymm) :
    ∃ a, IsLowestEigenvalue A a := by
  have hA' : A.IsHermitian := by
    rw [IsHermitian, conjTranspose_eq_transpose_of_trivial, hA.eq]
  -- eigenvalues are roots of the characteristic polynomial, hence finite in number
  have hfin : {b : ℝ | ∃ v, v ≠ 0 ∧ A *ᵥ v = b • v}.Finite := by
    refine (A.charpoly.roots.toFinset.finite_toSet).subset ?_
    rintro b ⟨v, hv, hb⟩
    rw [Finset.mem_coe, Multiset.mem_toFinset,
      Polynomial.mem_roots A.charpoly_monic.ne_zero, Polynomial.IsRoot.def,
      Matrix.eval_charpoly]
    refine exists_mulVec_eq_zero_iff.1 ⟨v, hv, ?_⟩
    rw [sub_mulVec, hb]
    ext i
    simp [Matrix.scalar_apply]
  obtain ⟨a, ha, hmin⟩ := Set.exists_min_image _ id hfin
    ⟨_, exists_eigenvector hA' (Classical.arbitrary m)⟩
  exact ⟨a, ha, fun b v hv hb => hmin b ⟨v, hv, hb⟩⟩
```

Eigenvalues are roots of the characteristic polynomial, so there are finitely many. The spectral theorem gives at least one, and the smallest is the lowest eigenvalue.

## The augmented eigenvalue drops below $h$

```lean
omit [Fintype n] [DecidableEq n] in
/-- The augmented Hessian of a symmetric Hessian is symmetric. -/
theorem augmented_isSymm {H : Matrix n n ℝ} (hH : H.IsSymm) (g : n → ℝ) :
    (augmented H g).IsSymm := by
  refine IsSymm.ext ?_
  rintro (i | i) (j | j)
  · exact hH.apply i j
  all_goals simp [augmented]
```

Since $H$ is symmetric and $g$ fills both the border row and the border column, $\tilde H$ is symmetric.

```lean
omit [DecidableEq n] in
/-- The augmented Hessian sends `(x, t)` to `(H x + t g, ⟨g, x⟩)`. -/
theorem augmented_mulVec (H : Matrix n n ℝ) (g x : n → ℝ) (t : ℝ) :
    augmented H g *ᵥ joined x t = joined (H *ᵥ x + t • g) (g ⬝ᵥ x) := by
  ext i
  rcases i with i | i <;>
    simp [augmented, joined, mulVec, dotProduct, Fintype.sum_sum_type, mul_comm]
```

Block multiplication gives $\tilde H(x,t)=(Hx+tg,\;g\cdot x)$.

```lean
/-- If the gradient overlaps with an eigenvector `e` of the symmetric Hessian with eigenvalue
`h`, the lowest eigenvalue of the augmented Hessian lies strictly below `h`. -/
theorem augmented_lowest_lt {H : Matrix n n ℝ} {g e : n → ℝ} {h u : ℝ} (hH : H.IsSymm)
    (he : H *ᵥ e = h • e) (hge : g ⬝ᵥ e ≠ 0)
    (hu : IsLowestEigenvalue (augmented H g) u) : u < h := by
  by_contra hlt
  have hd : ∀ (x y : n → ℝ) (t s : ℝ), joined x t ⬝ᵥ joined y s = x ⬝ᵥ y + t * s := by
    intro x y t s
    simp [joined, dotProduct, Fintype.sum_sum_type]
  -- trial vector: a long piece of `e` with a last component opposing the overlap
  have hr := rayleigh_bound (augmented_isSymm hH g) hu
    (joined ((1 + |u|) • e) (-(g ⬝ᵥ e)))
  rw [augmented_mulVec, hd, hd, mulVec_smul, he] at hr
  simp only [dotProduct_add, dotProduct_smul, smul_dotProduct, smul_eq_mul,
    dotProduct_comm e g] at hr
  have hE : 0 ≤ e ⬝ᵥ e := Finset.sum_nonneg fun i _ => mul_self_nonneg (e i)
  have h1 : 0 ≤ (u - h) * ((1 + |u|) ^ 2 * (e ⬝ᵥ e)) :=
    mul_nonneg (by linarith) (mul_nonneg (sq_nonneg _) hE)
  have h2 : 0 < (g ⬝ᵥ e) ^ 2 * (u + 2 * (1 + |u|)) :=
    mul_pos (by positivity) (by linarith [neg_abs_le u, abs_nonneg u])
  nlinarith
```

Let $He=he$ and $q=g\cdot e\ne0$. Suppose $u\ge h$, put $k=1+|u|$, and take the trial vector $y=(ke,-q)$. Then

$$\tilde Hy=(khe-qg,\;kq),\qquad y\cdot\tilde Hy=k^2h\,e\cdot e-2kq^2,\qquad y\cdot y=k^2\,e\cdot e+q^2 .$$

The Rayleigh bound $u\,y\cdot y\le y\cdot\tilde Hy$ becomes

$$(u-h)k^2\,e\cdot e+q^2(u+2k)\le0 .$$

The first term is nonnegative. The second is positive, because $u+2k\ge2+|u|$. This contradiction gives $u<h$. In the code, `h1` and `h2` are the two sign statements, and `nlinarith` combines them with the bound `hr`.

## From eigenvector to step

```lean
/-- Eigenvectors of the augmented Hessian for an eigenvalue below the lowest eigenvalue of `H`
have nonzero last component. -/
theorem last_ne_zero {H : Matrix n n ℝ} {g : n → ℝ} {h u : ℝ}
    (hh : IsLowestEigenvalue H h) (huh : u < h) {v : n ⊕ Unit → ℝ} (hv : v ≠ 0)
    (hev : augmented H g *ᵥ v = u • v) : v (Sum.inr ()) ≠ 0 := by
  intro h0
  have hj : v = joined (fun i => v (Sum.inl i)) 0 := by
    ext i
    rcases i with i | i
    · rfl
    · exact h0
  generalize (fun i => v (Sum.inl i)) = x at hj
  rw [hj, augmented_mulVec] at hev
  -- the remaining part would be an eigenvector of `H` below its lowest eigenvalue
  have hx : H *ᵥ x = u • x := by
    funext i
    simpa [joined] using congrFun hev (Sum.inl i)
  refine absurd (hh.2 u x (fun hz => hv ?_) hx) (not_le_of_gt huh)
  rw [hj, hz]
  ext i
  rcases i with i | i <;> rfl
```

Suppose an eigenvector for $u<h$ had the form $(x,0)$. Then $x\ne0$, and the upper row reads $Hx=ux$. So $H$ would have an eigenvalue below its lowest one.

```lean
/-- For an eigenvalue of the augmented Hessian below the lowest eigenvalue of `H`, every
eigenvector is a multiple of any nonzero one, the factor being the ratio of last components. -/
theorem eigenvectors_proportional {H : Matrix n n ℝ} {g : n → ℝ} {h u : ℝ}
    (hh : IsLowestEigenvalue H h) (huh : u < h) {v w : n ⊕ Unit → ℝ} (hv : v ≠ 0)
    (hev : augmented H g *ᵥ v = u • v) (hew : augmented H g *ᵥ w = u • w) :
    w = (w (Sum.inr ()) / v (Sum.inr ())) • v := by
  have ht := last_ne_zero hh huh hv hev
  -- the difference has zero last component, so it cannot be an eigenvector
  by_contra hne
  refine last_ne_zero (g := g) hh huh (sub_ne_zero.2 hne) ?_ ?_
  · rw [mulVec_sub, mulVec_smul, hev, hew]
    module
  · simp [ht]
```

Let $v\neq0$ and $w$ both solve the eigenvalue equation for $u$, and let $c$ be the ratio of their last components, $w$ over $v$. Then $w-cv$ solves it too and has last component zero. By the previous theorem it must vanish, so $w=cv$.

```lean
/-- Let `H` be symmetric with lowest eigenvalue `h`, and let `g` overlap with an eigenvector `e`
for `h`. Then the lowest eigenvalue `u` of the augmented Hessian is below `h` and simple, its
eigenvectors have nonzero last component, and exactly one RFO step `s` exists, that is, exactly
one `s` for which `(s, 1)` is an eigenvector for `u`. -/
theorem rfo_step_exists_unique {H : Matrix n n ℝ} {g e : n → ℝ} {h : ℝ} (hH : H.IsSymm)
    (hh : IsLowestEigenvalue H h) (he : H *ᵥ e = h • e) (hge : g ⬝ᵥ e ≠ 0) :
    ∃ u, IsLowestEigenvalue (augmented H g) u ∧ u < h ∧
      (∀ v w, v ≠ 0 → augmented H g *ᵥ v = u • v → augmented H g *ᵥ w = u • w →
        ∃ c : ℝ, w = c • v) ∧
      (∀ v, v ≠ 0 → augmented H g *ᵥ v = u • v → v (Sum.inr ()) ≠ 0) ∧
      ∃! s, augmented H g *ᵥ joined s 1 = u • joined s 1 := by
  obtain ⟨u, hu⟩ := exists_lowest (augmented_isSymm hH g)
  have huh := augmented_lowest_lt hH he hge hu
  refine ⟨u, hu, huh, fun v w hv hev hew => ⟨_, eigenvectors_proportional hh huh hv hev hew⟩,
    fun v hv hev => last_ne_zero hh huh hv hev, ?_⟩
  obtain ⟨v, hv, hev⟩ := hu.1
  have ht := last_ne_zero hh huh hv hev
  -- normalise the last component to one
  have hj : joined (fun i => (v (Sum.inr ()))⁻¹ * v (Sum.inl i)) 1
      = (v (Sum.inr ()))⁻¹ • v := by
    ext i
    rcases i with i | i <;> simp [joined, ht]
  refine ⟨fun i => (v (Sum.inr ()))⁻¹ * v (Sum.inl i), ?_, fun s hs => ?_⟩
  · show augmented H g *ᵥ joined (fun i => (v (Sum.inr ()))⁻¹ * v (Sum.inl i)) 1
      = u • joined (fun i => (v (Sum.inr ()))⁻¹ * v (Sum.inl i)) 1
    rw [hj, mulVec_smul, hev]
    module
  · have hp := eigenvectors_proportional hh huh hv hev hs
    funext i
    have hi := congrFun hp (Sum.inl i)
    simpa [joined] using hi

end RFOStepExistence
```

```lean
#print axioms RFOStepExistence.rfo_step_exists_unique
-- 'RFOStepExistence.rfo_step_exists_unique' depends on axioms: [propext, Classical.choice, Quot.sound]
```

The hypotheses are that $H$ is symmetric, $h$ is its lowest eigenvalue, $He=he$ and $g\cdot e\ne0$. The eigenvalue $h$ may be degenerate: one overlapping $e$ is enough. The conclusion lists $u<h$, simplicity, nonzero last components and, through `∃!`, exactly one step.

For the step, take an eigenvector $v=(x,t)$ for $u$. Since $t\ne0$, $s=x/t$ works. Any other step $s'$ has $(s',1)$ proportional to $v$, with factor $1/t$, so $s'=s$.

Physically, the overlap means that the force has a component along a softest or most negative mode. At a symmetric geometry it vanishes if all such modes break the symmetry. It also vanishes for an isolated molecule in Cartesian coordinates if the only lowest modes are uniform translations, which have eigenvalue zero. The final theorem then does not apply, but a nonzero gradient still gives exactly one step: the trial vector $(-\epsilon g,1)$ with small $\epsilon>0$ shows that $u<0=h$, and `last_ne_zero` and `eigenvectors_proportional` need only $u<h$. When $h<0$, a nonzero gradient alone does not suffice: for $H=\mathrm{diag}(-1,1)$ and $g=(0,1)$, the eigenvalues of $\tilde H$ are $-1$ and $(1\pm\sqrt5)/2$. The lowest, $-1$, has only multiples of $(1,0,0)$ as eigenvectors, so no step exists.

Whether the true energy falls after the step is a separate matter, since it depends on the surface beyond $g$ and $H$.
